# Real symmetric amplitudes make the first-order GW density-matrix correction traceless

If a correction to the density matrix had a nonzero trace, it would change the number of electrons, and expectation values computed from the corrected matrix would belong to a differently charged system. For the correction of first order in the GW correlation self-energy the trace is zero, provided that the self-energy is built from the same orbital energies as the non-interacting Green's function, the amplitudes that couple orbital pairs to excitations are real and symmetric, no orbital energy lies at the chemical potential and all excitation energies are positive.

In Lean 4 with Mathlib:

```lean
import Mathlib

open Complex MeasureTheory Filter Topology

namespace GWDensityMatrix

noncomputable section

/-- The frequency integral `(1/2π) ∫ dω 1/((iω - e)² (iω - p))`. -/
def poleIntegral (e p : ℝ) : ℂ :=
  1 / (2 * (Real.pi : ℂ)) * ∫ w : ℝ, 1 / ((I * w - e) ^ 2 * (I * w - p))

/-- A function of frequency built from an arctangent and a logarithm, used to integrate
a single propagator. -/
def logPrimitive (e w : ℝ) : ℂ :=
  -(Real.arctan (w / e) : ℂ) - I / 2 * (Real.log (w ^ 2 + e ^ 2) : ℂ)

/-- A nonzero real energy is never met on the imaginary frequency axis. -/
theorem line_ne_zero {e : ℝ} (he : e ≠ 0) (w : ℝ) : I * (w : ℂ) - e ≠ 0 := by
  intro h
  exact he (by simpa using congrArg Complex.re h)

/-- A product of three propagators with nonzero energies is integrable over imaginary
frequency. -/
theorem integrable_three {a b c : ℝ} (ha : a ≠ 0) (hb : b ≠ 0) (hc : c ≠ 0) :
    Integrable (fun w : ℝ => 1 / ((I * (w : ℂ) - a) * (I * w - b) * (I * w - c))) := by
  have hs : ∀ a : ℝ, a ≠ 0 → Integrable (fun w : ℝ => (w ^ 2 + a ^ 2)⁻¹) := by
    intro a ha
    refine ((integrable_inv_one_add_sq.comp_div ha).const_mul ((a ^ 2)⁻¹)).congr
      (Eventually.of_forall fun w => ?_)
    beta_reduce
    rw [← mul_inv]
    congr 1
    field_simp
    try ring
  have hn : ∀ a w : ℝ, ‖(I * (w : ℂ) - a)⁻¹‖ ^ 2 = (w ^ 2 + a ^ 2)⁻¹ := by
    intro a w
    rw [norm_inv, inv_pow, Complex.sq_norm, Complex.normSq_apply]
    congr 1
    simp
    ring
  have hcont : Continuous
      (fun w : ℝ => 1 / ((I * (w : ℂ) - a) * (I * w - b) * (I * w - c))) :=
    Continuous.div (by fun_prop) (by fun_prop) fun w =>
      mul_ne_zero (mul_ne_zero (line_ne_zero ha w) (line_ne_zero hb w)) (line_ne_zero hc w)
  refine Integrable.mono' (((hs a ha).add (hs b hb)).const_mul (|c|⁻¹))
    hcont.aestronglyMeasurable (Eventually.of_forall fun w => ?_)
  change _ ≤ |c|⁻¹ * ((w ^ 2 + a ^ 2)⁻¹ + (w ^ 2 + b ^ 2)⁻¹)
  have h3 : ‖(I * (w : ℂ) - c)⁻¹‖ ≤ |c|⁻¹ := by
    rw [norm_inv]
    exact inv_anti₀ (abs_pos.2 hc) (by simpa using Complex.abs_re_le_norm (I * (w : ℂ) - c))
  rw [one_div, mul_inv, mul_inv, norm_mul, norm_mul, ← hn a w, ← hn b w, mul_comm]
  refine mul_le_mul h3 ?_ (by positivity) (by positivity)
  nlinarith [sq_nonneg (‖(I * (w : ℂ) - a)⁻¹‖ - ‖(I * (w : ℂ) - b)⁻¹‖),
    sq_nonneg ‖(I * (w : ℂ) - a)⁻¹‖, sq_nonneg ‖(I * (w : ℂ) - b)⁻¹‖]

/-- A propagator with nonzero energy is differentiable in frequency, with the derivative given here,
and decays at large frequency. -/
theorem propagator_deriv_decay {e : ℝ} (he : e ≠ 0) :
    (∀ w : ℝ, HasDerivAt (fun x : ℝ => (I * (x : ℂ) - e)⁻¹)
      (-I * ((I * (w : ℂ) - e)⁻¹) ^ 2) w) ∧
    ∀ l : Filter ℝ, Tendsto (fun w : ℝ => |w|) l atTop →
      Tendsto (fun w : ℝ => (I * (w : ℂ) - e)⁻¹) l (𝓝 0) := by
  constructor
  · intro w
    have h : HasDerivAt (fun x : ℝ => I * (x : ℂ) - e) I w := by
      simpa using ((hasDerivAt_id' w).ofReal_comp.const_mul I).sub_const (e : ℂ)
    have h2 := (hasDerivAt_const w (1 : ℂ)).fun_div h (line_ne_zero he w)
    simp only [one_div] at h2
    refine h2.congr_deriv ?_
    rw [div_eq_mul_inv, inv_pow]
    ring
  · intro l hl
    rw [tendsto_zero_iff_norm_tendsto_zero]
    simp only [norm_inv]
    exact tendsto_inv_atTop_zero.comp (tendsto_atTop_mono
      (fun w => by simpa using Complex.abs_im_le_norm (I * (w : ℂ) - e)) hl)

/-- For a nonzero energy the frequency derivative of `logPrimitive` is the propagator. -/
theorem hasDerivAt_logPrimitive {e : ℝ} (he : e ≠ 0) (w : ℝ) :
    HasDerivAt (logPrimitive e) ((I * (w : ℂ) - e)⁻¹) w := by
  have hq : w ^ 2 + e ^ 2 ≠ 0 := by positivity
  have hqc : (w : ℂ) ^ 2 + (e : ℂ) ^ 2 ≠ 0 := by exact_mod_cast hq
  have h1 : HasDerivAt (fun x : ℝ => Real.arctan (x / e)) (e / (w ^ 2 + e ^ 2)) w := by
    refine ((hasDerivAt_id' w).div_const e).arctan.congr_deriv ?_
    rw [show 1 + (w / e) ^ 2 = (w ^ 2 + e ^ 2) / e ^ 2 by field_simp; try ring]
    field_simp
  have h2 : HasDerivAt (fun x : ℝ => Real.log (x ^ 2 + e ^ 2))
      (2 * w / (w ^ 2 + e ^ 2)) w := by
    refine (((hasDerivAt_pow 2 w).add_const (e ^ 2)).log hq).congr_deriv ?_
    norm_num
  refine (h1.ofReal_comp.fun_neg.fun_sub (h2.ofReal_comp.const_mul (I / 2))).congr_deriv ?_
  apply eq_inv_of_mul_eq_one_left
  push_cast
  rw [show -((e : ℂ) / (w ^ 2 + e ^ 2)) - I / 2 * (2 * w / (w ^ 2 + e ^ 2))
    = (-e - I * w) / (w ^ 2 + e ^ 2) by ring, div_mul_eq_mul_div, div_eq_one_iff_eq hqc]
  linear_combination (-(w : ℂ) ^ 2) * I_sq

/-- For distinct nonzero energies the pole integral is the difference of their signs over
twice the squared energy difference. -/
theorem poleIntegral_of_ne {e p : ℝ} (he : e ≠ 0) (hp : p ≠ 0) (hne : e ≠ p) :
    poleIntegral e p = ((Real.sign e - Real.sign p : ℝ) : ℂ) / (2 * ((e : ℂ) - p) ^ 2) := by
  have hd : (p : ℂ) - e ≠ 0 := sub_ne_zero.2 (by exact_mod_cast hne.symm)
  have hd' : (e : ℂ) - p ≠ 0 := sub_ne_zero.2 (by exact_mod_cast hne)
  have pf : ∀ x z d : ℂ, x ≠ 0 → z ≠ 0 → d ≠ 0 → x - z = d →
      1 / (x ^ 2 * z) = (d⁻¹) ^ 2 * (z⁻¹ - x⁻¹) - d⁻¹ * (x⁻¹) ^ 2 := by
    intro x z d hx hz hd h
    obtain rfl : x = z + d := by linear_combination h
    field_simp
    try ring
  -- limits of the arctangents
  have top : ∀ a : ℝ, a ≠ 0 → Tendsto (fun w : ℝ => Real.arctan (w / a)) atTop
      (𝓝 (Real.sign a * (Real.pi / 2))) := by
    intro a ha
    have h0 : Tendsto Real.arctan atTop (𝓝 (Real.pi / 2)) :=
      Real.tendsto_arctan_atTop.mono_right nhdsWithin_le_nhds
    rcases lt_or_gt_of_ne ha with h | h
    · rw [Real.sign_of_neg h, neg_one_mul]
      refine (h0.comp (tendsto_id.atTop_div_const (neg_pos.2 h))).neg.congr fun w => ?_
      simp [div_neg, Real.arctan_neg]
    · rw [Real.sign_of_pos h, one_mul]
      exact h0.comp (tendsto_id.atTop_div_const h)
  have bot : ∀ a : ℝ, a ≠ 0 → Tendsto (fun w : ℝ => Real.arctan (w / a)) atBot
      (𝓝 (-(Real.sign a * (Real.pi / 2)))) := fun a ha =>
    ((top a ha).comp tendsto_neg_atBot_atTop).neg.congr fun w => by
      simp [neg_div, Real.arctan_neg]
  -- the logarithms cancel at large frequency
  have lim : ∀ (l : Filter ℝ) (s t : ℝ), Tendsto (fun w : ℝ => |w|) l atTop →
      Tendsto (fun w : ℝ => Real.arctan (w / e)) l (𝓝 s) →
      Tendsto (fun w : ℝ => Real.arctan (w / p)) l (𝓝 t) →
      Tendsto (fun w : ℝ => (((p : ℂ) - e)⁻¹) ^ 2 * (logPrimitive p w - logPrimitive e w)
        - ((p : ℂ) - e)⁻¹ * (I * (I * (w : ℂ) - e)⁻¹)) l
        (𝓝 ((((p : ℂ) - e)⁻¹) ^ 2 * ((s - t : ℝ) : ℂ))) := by
    intro l s t hl hs ht
    have h1 : Tendsto (fun w : ℝ => w ^ 2 + e ^ 2) l atTop :=
      tendsto_atTop_mono (fun w => by
        simp only [Function.comp_apply, sq_abs]; nlinarith [sq_nonneg e])
        ((tendsto_pow_atTop (α := ℝ) two_ne_zero).comp hl)
    have h2 : Tendsto (fun w : ℝ => 1 + (p ^ 2 - e ^ 2) * (w ^ 2 + e ^ 2)⁻¹) l (𝓝 1) := by
      simpa using ((tendsto_inv_atTop_zero.comp h1).const_mul (p ^ 2 - e ^ 2)).const_add 1
    have h3 : Tendsto (fun w : ℝ => Real.log (w ^ 2 + p ^ 2) - Real.log (w ^ 2 + e ^ 2))
        l (𝓝 0) := by
      have h := (Real.continuousAt_log one_ne_zero).tendsto.comp h2
      rw [Real.log_one] at h
      refine h.congr fun w => ?_
      have hq : w ^ 2 + e ^ 2 ≠ 0 := by positivity
      rw [Function.comp_apply, ← Real.log_div (by positivity) hq]
      congr 1
      field_simp
      try ring
    have h4 := ((((Complex.continuous_ofReal.tendsto _).comp (hs.sub ht)).sub
      (((Complex.continuous_ofReal.tendsto _).comp h3).const_mul (I / 2))).const_mul
      ((((p : ℂ) - e)⁻¹) ^ 2)).sub
      ((((propagator_deriv_decay he).2 l hl).const_mul I).const_mul (((p : ℂ) - e)⁻¹))
    simp only [Complex.ofReal_zero, mul_zero, sub_zero] at h4
    refine h4.congr fun w => ?_
    simp only [Function.comp_apply, logPrimitive, Complex.ofReal_sub]
    ring
  have hint : Integrable (fun w : ℝ => 1 / ((I * (w : ℂ) - e) ^ 2 * (I * w - p))) := by
    simpa only [← pow_two] using integrable_three he he hp
  have key := integral_of_hasDerivAt_of_tendsto (fun w => by
    refine ((((hasDerivAt_logPrimitive hp w).fun_sub (hasDerivAt_logPrimitive he w)).const_mul
      ((((p : ℂ) - e)⁻¹) ^ 2)).fun_sub ((((propagator_deriv_decay he).1 w).const_mul
      I).const_mul (((p : ℂ) - e)⁻¹))).congr_deriv ?_
    rw [pf _ _ ((p : ℂ) - e) (line_ne_zero he w) (line_ne_zero hp w) hd (by ring)]
    linear_combination (((p : ℂ) - e)⁻¹ * ((I * (w : ℂ) - e)⁻¹) ^ 2) * I_sq) hint
    (lim _ _ _ tendsto_abs_atBot_atTop (bot e he) (bot p hp))
    (lim _ _ _ tendsto_abs_atTop_atTop (top e he) (top p hp))
  have hpi : (Real.pi : ℂ) ≠ 0 := by exact_mod_cast Real.pi_ne_zero
  rw [poleIntegral, key, inv_pow, show ((p : ℂ) - e) ^ 2 = ((e : ℂ) - p) ^ 2 by ring]
  push_cast
  field_simp
  try ring

/-- The pole integral vanishes for energies of equal sign, is `-1/(e-p)²` for `e < 0 < p`
and `1/(e-p)²` for `p < 0 < e`. -/
theorem poleIntegral_values (e p : ℝ) :
    (0 < e * p → poleIntegral e p = 0) ∧
    (e < 0 → 0 < p → poleIntegral e p = -1 / ((e : ℂ) - p) ^ 2) ∧
    (p < 0 → 0 < e → poleIntegral e p = 1 / ((e : ℂ) - p) ^ 2) := by
  refine ⟨fun h => ?_, fun he hp => ?_, fun hp he => ?_⟩
  · have he : e ≠ 0 := left_ne_zero_of_mul h.ne'
    have hp : p ≠ 0 := right_ne_zero_of_mul h.ne'
    by_cases hep : e = p
    · -- a triple pole has a rational primitive that decays on both sides
      subst hep
      have hint : Integrable (fun w : ℝ => 1 / ((I * (w : ℂ) - e) ^ 2 * (I * w - e))) := by
        simpa only [← pow_two] using integrable_three he he he
      have lim : ∀ l : Filter ℝ, Tendsto (fun w : ℝ => |w|) l atTop →
          Tendsto (fun w : ℝ => I / 2 * ((I * (w : ℂ) - e)⁻¹ * (I * (w : ℂ) - e)⁻¹))
            l (𝓝 0) := fun l hl => by
        have h := (propagator_deriv_decay he).2 l hl
        simpa using (h.mul h).const_mul (I / 2)
      have key := integral_of_hasDerivAt_of_tendsto (fun w => by
        have h := (propagator_deriv_decay he).1 w
        refine ((h.fun_mul h).const_mul (I / 2)).congr_deriv ?_
        rw [one_div, mul_inv, ← inv_pow]
        linear_combination (-((I * (w : ℂ) - e)⁻¹) ^ 3) * I_sq) hint
        (lim _ tendsto_abs_atBot_atTop) (lim _ tendsto_abs_atTop_atTop)
      rw [poleIntegral, key, sub_zero, mul_zero]
    · rw [poleIntegral_of_ne he hp hep]
      rcases mul_pos_iff.1 h with ⟨h1, h2⟩ | ⟨h1, h2⟩
      · simp [Real.sign_of_pos h1, Real.sign_of_pos h2]
      · simp [Real.sign_of_neg h1, Real.sign_of_neg h2]
  · rw [poleIntegral_of_ne he.ne hp.ne' (he.trans hp).ne, Real.sign_of_neg he,
      Real.sign_of_pos hp]
    generalize ((e : ℂ) - p) ^ 2 = D
    push_cast
    ring
  · rw [poleIntegral_of_ne he.ne' hp.ne (hp.trans he).ne', Real.sign_of_pos he,
      Real.sign_of_neg hp]
    generalize ((e : ℂ) - p) ^ 2 = D
    push_cast
    ring

variable {n m : Type*} [Fintype n] [DecidableEq n] [Fintype m]

/-- The non-interacting Green's function at imaginary frequency, in the orbital basis. -/
def green (ε : n → ℝ) (w : ℝ) : Matrix n n ℂ :=
  Matrix.diagonal fun p => (I * (w : ℂ) - ε p)⁻¹

/-- The GW pole: `ε - Ω` for an orbital of negative energy, `ε + Ω` otherwise. -/
def gwPole (ε : n → ℝ) (Ω : m → ℝ) (r : n) (s : m) : ℝ :=
  if ε r < 0 then ε r - Ω s else ε r + Ω s

/-- The GW correlation self-energy with real amplitudes `M s p r`. -/
def selfEnergy (ε : n → ℝ) (Ω : m → ℝ) (M : m → n → n → ℝ) (w : ℝ) : Matrix n n ℂ :=
  Matrix.of fun p q => ∑ r, ∑ s,
    ((M s p r : ℂ) * M s q r) * (I * (w : ℂ) - gwPole ε Ω r s)⁻¹

/-- The first-order correction to the density matrix, `(1/2π) ∫ dω G₀ Σ G₀` entry by entry. -/
def densityShift (ε : n → ℝ) (Ω : m → ℝ) (M : m → n → n → ℝ) : Matrix n n ℂ :=
  Matrix.of fun p q => 1 / (2 * (Real.pi : ℂ)) *
    ∫ w : ℝ, (green ε w * selfEnergy ε Ω M w * green ε w) p q

omit [Fintype n] [DecidableEq n] [Fintype m] in
/-- With nonzero orbital energies and positive excitation energies no GW pole is at zero. -/
theorem gwPole_ne_zero {ε : n → ℝ} {Ω : m → ℝ} (hε : ∀ p, ε p ≠ 0) (hΩ : ∀ s, 0 < Ω s)
    (r : n) (s : m) : gwPole ε Ω r s ≠ 0 := by
  have hs := hΩ s
  rcases lt_or_gt_of_ne (hε r) with h | h
  · rw [gwPole, if_pos h]
    exact (show ε r - Ω s < 0 by linarith).ne
  · rw [gwPole, if_neg h.not_gt]
    exact (show 0 < ε r + Ω s by linarith).ne'

/-- With nonzero orbital energies and positive excitation energies, every entry of `G₀ Σ G₀` is
integrable, and the diagonal of the first-order correction to the density matrix is a sum of squared
amplitudes times pole integrals. -/
theorem densityShift_diag {ε : n → ℝ} {Ω : m → ℝ} (M : m → n → n → ℝ)
    (hε : ∀ p, ε p ≠ 0) (hΩ : ∀ s, 0 < Ω s) :
    (∀ p q, Integrable fun w : ℝ => (green ε w * selfEnergy ε Ω M w * green ε w) p q) ∧
    ∀ p, densityShift ε Ω M p p =
      ∑ r, ∑ s, (M s p r : ℂ) ^ 2 * poleIntegral (ε p) (gwPole ε Ω r s) := by
  have hform : ∀ p q (w : ℝ), (green ε w * selfEnergy ε Ω M w * green ε w) p q =
      ∑ r, ∑ s, ((M s p r : ℂ) * M s q r) *
        (1 / ((I * (w : ℂ) - ε p) * (I * w - ε q) * (I * w - gwPole ε Ω r s))) := by
    intro p q w
    simp only [green, Matrix.mul_diagonal, Matrix.diagonal_mul, selfEnergy, Matrix.of_apply,
      Finset.mul_sum, Finset.sum_mul]
    refine Finset.sum_congr rfl fun r _ => Finset.sum_congr rfl fun s _ => ?_
    simp only [one_div, mul_inv]
    ring
  have hint : ∀ p q r s, Integrable fun w : ℝ => ((M s p r : ℂ) * M s q r) *
      (1 / ((I * (w : ℂ) - ε p) * (I * w - ε q) * (I * w - gwPole ε Ω r s))) :=
    fun p q r s => (integrable_three (hε p) (hε q) (gwPole_ne_zero hε hΩ r s)).const_mul _
  constructor
  · intro p q
    simp only [hform]
    exact MeasureTheory.integrable_finsetSum _ fun r _ => MeasureTheory.integrable_finsetSum _ fun s _ => hint p q r s
  · intro p
    simp only [densityShift, Matrix.of_apply, hform]
    rw [MeasureTheory.integral_finsetSum _ fun r _ => MeasureTheory.integrable_finsetSum _ fun s _ => hint p p r s,
      Finset.mul_sum]
    refine Finset.sum_congr rfl fun r _ => ?_
    rw [MeasureTheory.integral_finsetSum _ fun s _ => hint p p r s, Finset.mul_sum]
    refine Finset.sum_congr rfl fun s _ => ?_
    rw [integral_const_mul, poleIntegral]
    simp only [pow_two]
    ring

/-- With nonzero orbital energies and positive excitation energies, the first-order occupation
change of an orbital below zero energy is minus a sum of squares over the orbitals above and the
excitations, and that of an orbital above is plus such a sum over the orbitals below. -/
theorem occupation_change {ε : n → ℝ} {Ω : m → ℝ} (M : m → n → n → ℝ)
    (hε : ∀ p, ε p ≠ 0) (hΩ : ∀ s, 0 < Ω s) :
    (∀ i, ε i < 0 → densityShift ε Ω M i i =
      -∑ a with 0 < ε a, ∑ s, (M s i a : ℂ) ^ 2 / ((ε a : ℂ) + Ω s - ε i) ^ 2) ∧
    (∀ a, 0 < ε a → densityShift ε Ω M a a =
      ∑ i with ε i < 0, ∑ s, (M s a i : ℂ) ^ 2 / ((ε a : ℂ) + Ω s - ε i) ^ 2) := by
  constructor
  · intro i hi
    rw [(densityShift_diag M hε hΩ).2, Finset.sum_filter, ← Finset.sum_neg_distrib]
    refine Finset.sum_congr rfl fun r _ => ?_
    rcases lt_or_gt_of_ne (hε r) with h | h
    · rw [if_neg h.not_gt, neg_zero]
      refine Finset.sum_eq_zero fun s _ => ?_
      rw [gwPole, if_pos h, (poleIntegral_values _ _).1
        (mul_pos_of_neg_of_neg hi (by linarith [hΩ s])), mul_zero]
    · rw [if_pos h, ← Finset.sum_neg_distrib]
      refine Finset.sum_congr rfl fun s _ => ?_
      rw [gwPole, if_neg h.not_gt, (poleIntegral_values _ _).2.1 hi (by linarith [hΩ s]),
        Complex.ofReal_add, show ((ε i : ℂ) - (ε r + Ω s)) ^ 2 =
          ((ε r : ℂ) + Ω s - ε i) ^ 2 by ring]
      ring
  · intro a ha
    rw [(densityShift_diag M hε hΩ).2, Finset.sum_filter]
    refine Finset.sum_congr rfl fun r _ => ?_
    rcases lt_or_gt_of_ne (hε r) with h | h
    · rw [if_pos h]
      refine Finset.sum_congr rfl fun s _ => ?_
      rw [gwPole, if_pos h, (poleIntegral_values _ _).2.2 (by linarith [hΩ s]) ha,
        Complex.ofReal_sub, show ((ε a : ℂ) - (ε r - Ω s)) ^ 2 =
          ((ε a : ℂ) + Ω s - ε r) ^ 2 by ring]
      ring
    · rw [if_neg h.not_gt]
      refine Finset.sum_eq_zero fun s _ => ?_
      rw [gwPole, if_neg h.not_gt, (poleIntegral_values _ _).1
        (mul_pos ha (by linarith [hΩ s])), mul_zero]

/-- For symmetric real amplitudes, nonzero orbital energies and positive excitation energies, the
first-order GW correction to the density matrix has zero trace. -/
theorem trace_densityShift {ε : n → ℝ} {Ω : m → ℝ} {M : m → n → n → ℝ}
    (hε : ∀ p, ε p ≠ 0) (hΩ : ∀ s, 0 < Ω s) (hM : ∀ s p q, M s p q = M s q p) :
    (densityShift ε Ω M).trace = 0 := by
  -- exchanging external and internal orbital reverses the sign of the pole integral
  have anti : ∀ p r s, poleIntegral (ε p) (gwPole ε Ω r s) =
      -poleIntegral (ε r) (gwPole ε Ω p s) := by
    intro p r s
    have hs := hΩ s
    rcases lt_or_gt_of_ne (hε p) with hp | hp <;> rcases lt_or_gt_of_ne (hε r) with hr | hr
    · rw [gwPole, gwPole, if_pos hp, if_pos hr,
        (poleIntegral_values _ _).1 (mul_pos_of_neg_of_neg hp (by linarith)),
        (poleIntegral_values _ _).1 (mul_pos_of_neg_of_neg hr (by linarith)), neg_zero]
    · rw [gwPole, gwPole, if_pos hp, if_neg hr.not_gt,
        (poleIntegral_values _ _).2.1 hp (by linarith),
        (poleIntegral_values _ _).2.2 (by linarith) hr, Complex.ofReal_add,
        Complex.ofReal_sub, show ((ε p : ℂ) - (ε r + Ω s)) ^ 2 =
          ((ε r : ℂ) - (ε p - Ω s)) ^ 2 by ring, neg_div]
    · rw [gwPole, gwPole, if_neg hp.not_gt, if_pos hr,
        (poleIntegral_values _ _).2.2 (by linarith) hp,
        (poleIntegral_values _ _).2.1 hr (by linarith), Complex.ofReal_add,
        Complex.ofReal_sub, show ((ε p : ℂ) - (ε r - Ω s)) ^ 2 =
          ((ε r : ℂ) - (ε p + Ω s)) ^ 2 by ring, neg_div, neg_neg]
    · rw [gwPole, gwPole, if_neg hp.not_gt, if_neg hr.not_gt,
        (poleIntegral_values _ _).1 (mul_pos hp (by linarith)),
        (poleIntegral_values _ _).1 (mul_pos hr (by linarith)), neg_zero]
  simp only [Matrix.trace, Matrix.diag_apply, (densityShift_diag M hε hΩ).2]
  have h : ∑ p, ∑ r, ∑ s, (M s p r : ℂ) ^ 2 * poleIntegral (ε p) (gwPole ε Ω r s) =
      -∑ p, ∑ r, ∑ s, (M s p r : ℂ) ^ 2 * poleIntegral (ε p) (gwPole ε Ω r s) := by
    refine Finset.sum_comm.trans ?_
    simp only [← Finset.sum_neg_distrib]
    refine Finset.sum_congr rfl fun p _ => Finset.sum_congr rfl fun r _ =>
      Finset.sum_congr rfl fun s _ => ?_
    rw [hM s r p, anti r p s, mul_neg]
  linear_combination (1 / 2 : ℂ) * h

end

end GWDensityMatrix
```

```lean
#print axioms GWDensityMatrix.occupation_change
#print axioms GWDensityMatrix.trace_densityShift
```

```
'GWDensityMatrix.occupation_change' depends on axioms: [propext, Classical.choice, Quot.sound]
'GWDensityMatrix.trace_densityShift' depends on axioms: [propext, Classical.choice, Quot.sound]
```

## Orbitals, poles and amplitudes

Energies are measured from the chemical potential, so an orbital $p$ is occupied if $\varepsilon_p<0$ and empty if $\varepsilon_p>0$; `hε` excludes $\varepsilon_p=0$. The finite types `n` and `m` label orthonormal spin orbitals and neutral excitations, whose energies $\Omega_s$ are positive by `hΩ`. The Green's function `green` is diagonal, with entries $1/(i\omega-\varepsilon_p)$. The correlation self-energy `selfEnergy` is a full matrix,

$$\Sigma_{pq}(i\omega)=\sum_{r,s}\frac{M_{s,pr}M_{s,qr}}{i\omega-P_{rs}},$$

where `gwPole` sets $P_{rs}=\varepsilon_r-\Omega_s$ for occupied $r$ and $\varepsilon_r+\Omega_s$ for empty $r$. The real number $M_{s,pr}$ (`M s p r`) couples the orbital pair $p,r$ to excitation $s$. With real orbitals the pair density is symmetric in $p$ and $r$, and the amplitudes inherit this symmetry, $M_{s,pr}=M_{s,rp}$, which is the hypothesis `hM`.

The matrix `densityShift` is $D=\frac1{2\pi}\int d\omega\,G_0\Sigma G_0$, taken entry by entry. `trace_densityShift` states $\operatorname{tr}D=0$: in this finite-basis model, the linearised GW density matrix keeps the electron number of the reference. The amplitudes and excitation energies are inputs, not derived from a screening calculation. Static exchange corrections and higher orders of the Dyson equation are absent.

## The pole integral

Let $I(e,p)$ denote `poleIntegral e p`, where $e$ and $p$ are nonzero real energies; in this section $p$ is not an orbital label. Put $x=i\omega-e$, $z=i\omega-p$ and $d=x-z=p-e$. For $d\ne0$, partial fractions give

$$\frac1{x^2z}=\frac1{d^2}\left(\frac1z-\frac1x\right)-\frac1{d\,x^2}.$$

The function $L_e(\omega)=-\arctan(\omega/e)-\frac i2\ln(\omega^2+e^2)$, called `logPrimitive`, has derivative $1/x$, and $i/x$ has derivative $1/x^2$. A primitive of the integrand is therefore

$$F=\frac{L_p-L_e}{d^2}-\frac{i}{d\,x}.$$

As $\omega\to\pm\infty$, the logarithms cancel and $i/x$ vanishes. The arctangents leave $F\to\pm\frac{\pi}{2d^2}(\operatorname{sgn}e-\operatorname{sgn}p)$, so

$$I(e,p)=\frac{\operatorname{sgn}e-\operatorname{sgn}p}{2(e-p)^2}.$$

This is `poleIntegral_of_ne`. It gives $0$ for equal signs, $-1/(e-p)^2$ for $e<0<p$ and $+1/(e-p)^2$ for $p<0<e$. When $e=p$, the primitive $\frac i2x^{-2}$ vanishes at both ends, so the integral is again zero; `poleIntegral_values` collects all the cases.

Integrability comes from `integrable_three`, which bounds a product of three propagators with energies $a,b,c$ by $|c|^{-1}\left[(\omega^2+a^2)^{-1}+(\omega^2+b^2)^{-1}\right]$.

## Occupation changes that cancel in pairs

Since $G_0$ is diagonal, multiplying out the matrices and integrating the finite sum term by term gives `densityShift_diag`:

$$D_{pp}=\sum_{r,s}M_{s,pr}^2\,I(\varepsilon_p,P_{rs}).$$

If $p$ and $r$ are both occupied or both empty, $\varepsilon_p$ and $P_{rs}$ have equal signs and the term vanishes. For occupied $i$ and empty $a$, `occupation_change` finds

$$D_{ii}=-\sum_{a,s}\frac{M_{s,ia}^2}{(\varepsilon_a+\Omega_s-\varepsilon_i)^2},\qquad
D_{aa}=\sum_{i,s}\frac{M_{s,ai}^2}{(\varepsilon_a+\Omega_s-\varepsilon_i)^2}.$$

Occupied orbitals can only lose charge at this order, and empty ones can only gain it. These two formulas hold without symmetric amplitudes; the proof of zero trace uses the symmetry to match each loss with a gain.

In `trace_densityShift`, the local statement `anti` checks the four sign combinations and obtains $I(\varepsilon_p,P_{rs})=-I(\varepsilon_r,P_{ps})$. `Finset.sum_comm` exchanges $p$ and $r$ in the sum, and `hM` leaves the squared amplitude unchanged. Hence $\operatorname{tr}D=-\operatorname{tr}D$, and the trace is zero.
